# Bounded powers of real 2 × 2 matrices with determinant 1, and the Verlet limit hω < 2 for the harmonic oscillator

## Stability as bounded powers

Does a harmonic oscillator integrated by the Verlet method stay in a bounded region of phase space, however many steps are taken? One step is a linear map S on (q, p), and stability is taken to mean that each entry of Sᵏ has a bound independent of k = 0, 1, 2, …. This is equivalent to bounded trajectories for all initial conditions, because

(Sᵏv)ᵢ = (Sᵏ)ᵢ₀ v₀ + (Sᵏ)ᵢ₁ v₁,

and the basis vectors v pick out the single entries. Index 0 stands for q and index 1 for p.

For mass m, frequency ω and time step h (not Planck's constant), a step is a half kick, a drift and a half kick. A kick of duration s sends p to p − mω²s q; a drift sends q to q + s p/m. With x = hω, multiplying the three matrices gives

V = [ 1 − x²/2, h/m ; −mω²h(1 − x²/4), 1 − x²/2 ].

Its trace is 2 − x², and its determinant is

(1 − x²/2)² + x²(1 − x²/4) = 1.

In one degree of freedom, determinant 1 is the condition for a linear map to be symplectic.

## The criterion

Let S be real, 2 × 2, with det S = 1 and trace t. Its powers are bounded if and only if |t| < 2 or S = I or S = −I. For m > 0 and hω > 0, the Verlet map is therefore stable exactly when hω < 2.

In molecular dynamics this limits the time step by the fastest vibration, as far as that vibration is an uncoupled harmonic mode. The model replaces the anharmonic force in a real molecule by a linear one.

## Derivation from the trace

Cayley-Hamilton gives S² = tS − I. Define u₀ = 0, u₁ = 1 and uₖ₊₂ = t uₖ₊₁ − uₖ. Then

Sᵏ⁺¹ = uₖ₊₁ S − uₖ I.

This holds at k = 0, and multiplication by S gives uₖ₊₁(tS − I) − uₖS = uₖ₊₂S − uₖ₊₁I.

The recursion conserves a quadratic form:

uₖ₊₂² − t uₖ₊₂uₖ₊₁ + uₖ₊₁² = −uₖ₊₂uₖ + uₖ₊₁² = uₖ₊₁² − t uₖ₊₁uₖ + uₖ².

Its initial value is 1. Multiplying by 4 and completing the square,

(2uₖ₊₁ − t uₖ)² + (4 − t²)uₖ² = 4.

If |t| < 2, then |uₖ| ≤ 2/√(4 − t²), so the powers are bounded.

If |t| ≥ 2, suppose |uₖ₊₁| ≥ |uₖ| + 1, which is true at k = 0. Then

|uₖ₊₂| ≥ 2|uₖ₊₁| − |uₖ| ≥ |uₖ₊₁| + 1,

and hence |uₖ| ≥ k. The off-diagonal entries of Sᵏ⁺¹ are uₖ₊₁S₀₁ and uₖ₊₁S₁₀, and its diagonal entries differ by uₖ₊₁(S₀₀ − S₁₁). If the powers are bounded, S₀₁, S₁₀ and S₀₀ − S₁₁ must vanish. So S = aI with a² = 1, that is, S = ±I. Conversely, the powers of ±I are clearly bounded.

For V the entry h/m is nonzero, which excludes ±I. What remains is |2 − x²| < 2, which for x > 0 means x < 2.

## One stable step size and the threshold

Take m = ω = h = 1 in consistent units. Then V = [1/2, 1; −3/4, 1/2] has trace 1, and

V² = V − I = [−1/2, 1; −3/4, −1/2], V³ = −I, V⁶ = I.

The numerical period is 6, against the exact 2π ≈ 6.28: the motion is stable, but its frequency is wrong.

At hω = 2,

Vᵏ = (−1)ᵏ [1, −k h/m; 0, 1].

A start at q = 0 with p ≠ 0 gives |q| growing linearly in k, while a start with p = 0 only alternates in sign.

## The Lean statements and their proofs

`PowerBounded` expresses the bound entry by entry, `cheb t k` is uₖ (the Chebyshev polynomial of the second kind Uₖ₋₁(t/2) for k ≥ 1), and the matrix `1` is I. All quantities are real numbers, without units or rounding.

```lean
import Mathlib

open Matrix

namespace VerletStability

noncomputable section

/-- Every matrix entry of the powers `S ^ k`, `k = 0, 1, 2, …`, stays bounded. -/
def PowerBounded (S : Matrix (Fin 2) (Fin 2) ℝ) : Prop :=
  ∀ i j, ∃ C : ℝ, ∀ k : ℕ, |(S ^ k) i j| ≤ C

/-- The Chebyshev-type sequence `0, 1, t, t² - 1, …` with `u (k+2) = t u (k+1) - u k`. -/
def cheb (t : ℝ) : ℕ → ℝ
  | 0 => 0
  | 1 => 1
  | n + 2 => t * cheb t (n + 1) - cheb t n

/-- Half or full kick of duration `s`: the force `-m ω² q` changes the momentum. -/
def kick (m ω s : ℝ) : Matrix (Fin 2) (Fin 2) ℝ := !![1, 0; -(m * ω ^ 2 * s), 1]

/-- Free drift of duration `s`: the position changes by `s p / m`, for mass `m ≠ 0`. -/
def drift (m s : ℝ) : Matrix (Fin 2) (Fin 2) ℝ := !![1, s / m; 0, 1]

/-- One Verlet step of length `h` for the harmonic oscillator, acting on `(q, p)`:
half kick, drift, half kick, for mass `m ≠ 0`. -/
def verlet (m ω h : ℝ) : Matrix (Fin 2) (Fin 2) ℝ :=
  kick m ω (h / 2) * drift m h * kick m ω (h / 2)

/-- The powers of a real 2 by 2 matrix are bounded exactly when every phase-space
trajectory `S ^ k v` is bounded. -/
theorem powerBounded_iff_trajectories (S : Matrix (Fin 2) (Fin 2) ℝ) :
    PowerBounded S ↔ ∀ (v : Fin 2 → ℝ) (i : Fin 2), ∃ C : ℝ, ∀ k : ℕ,
      |(S ^ k *ᵥ v) i| ≤ C := by
  constructor
  · intro hS v i
    obtain ⟨A, hA⟩ := hS i 0
    obtain ⟨B, hB⟩ := hS i 1
    refine ⟨A * |v 0| + B * |v 1|, fun k => ?_⟩
    have e : (S ^ k *ᵥ v) i = (S ^ k) i 0 * v 0 + (S ^ k) i 1 * v 1 := by
      simp [Matrix.mulVec, dotProduct, Fin.sum_univ_two]
    rw [e]
    refine (abs_add_le _ _).trans ?_
    rw [abs_mul, abs_mul]
    exact add_le_add (mul_le_mul_of_nonneg_right (hA k) (abs_nonneg _))
      (mul_le_mul_of_nonneg_right (hB k) (abs_nonneg _))
  · intro hS i j
    obtain ⟨C, hC⟩ := hS (Pi.single j 1) i
    refine ⟨C, fun k => ?_⟩
    have e : (S ^ k *ᵥ Pi.single j 1) i = (S ^ k) i j := by simp
    rw [← e]
    exact hC k

/-- Positive powers of a real 2 by 2 matrix `S` of determinant 1 are combinations of `S` and the
identity, with coefficients that depend on the trace alone. -/
theorem pow_succ_eq (S : Matrix (Fin 2) (Fin 2) ℝ) (hS : S.det = 1) (k : ℕ) :
    S ^ (k + 1) = cheb S.trace (k + 1) • S - cheb S.trace k • 1 := by
  -- Cayley-Hamilton in dimension two
  have hCH : S * S = S.trace • S - 1 := by
    rw [Matrix.det_fin_two] at hS
    ext i j
    fin_cases i <;> fin_cases j <;>
      simp [Matrix.mul_apply, Fin.sum_univ_two, Matrix.trace_fin_two] <;> linarith
  induction k with
  | zero => simp [cheb]
  | succ k ih =>
    have e : cheb S.trace (k + 1 + 1)
        = S.trace * cheb S.trace (k + 1) - cheb S.trace k := rfl
    rw [pow_succ, ih, sub_mul, smul_mul_assoc, smul_mul_assoc, one_mul, hCH, e]
    module

/-- The coefficients obey `(4 - t²) u_k² ≤ 4` for every `k`. -/
theorem cheb_sq_le (t : ℝ) (k : ℕ) : (4 - t ^ 2) * cheb t k ^ 2 ≤ 4 := by
  -- the recursion conserves a quadratic form
  have inv : cheb t (k + 1) ^ 2 - t * cheb t (k + 1) * cheb t k + cheb t k ^ 2 = 1 := by
    induction k with
    | zero => simp [cheb]
    | succ k ih =>
      have e : cheb t (k + 1 + 1) = t * cheb t (k + 1) - cheb t k := rfl
      rw [e]
      linear_combination ih
  nlinarith [sq_nonneg (2 * cheb t (k + 1) - t * cheb t k)]

/-- If `|t| ≥ 2`, the coefficients grow at least linearly: `k ≤ |u_k|`. -/
theorem le_abs_cheb {t : ℝ} (ht : 2 ≤ |t|) (k : ℕ) : (k : ℝ) ≤ |cheb t k| := by
  -- each step increases the modulus by at least one
  have step : ∀ n : ℕ, |cheb t n| + 1 ≤ |cheb t (n + 1)| := by
    intro n
    induction n with
    | zero => simp [cheb]
    | succ n ih =>
      have e : cheb t (n + 1 + 1) = t * cheb t (n + 1) - cheb t n := rfl
      have h1 := abs_sub_abs_le_abs_sub (t * cheb t (n + 1)) (cheb t n)
      rw [abs_mul] at h1
      rw [e]
      linarith [mul_le_mul_of_nonneg_right ht (abs_nonneg (cheb t (n + 1)))]
  induction k with
  | zero => simp [cheb]
  | succ k ih =>
    push_cast
    linarith [step k]

/-- For a real 2 by 2 matrix of determinant 1, the powers are bounded if and only if
`|tr S| < 2` or `S = I` or `S = -I`. -/
theorem powerBounded_iff (S : Matrix (Fin 2) (Fin 2) ℝ) (hS : S.det = 1) :
    PowerBounded S ↔ |S.trace| < 2 ∨ S = 1 ∨ S = -1 := by
  constructor
  · intro hb
    by_cases ht : |S.trace| < 2
    · exact Or.inl ht
    right
    -- a number whose products with all coefficients are bounded must vanish
    have key : ∀ x D : ℝ, (∀ k, |cheb S.trace (k + 1) * x| ≤ D) → x = 0 := by
      intro x D hD
      by_contra hx
      have hx' : 0 < |x| := abs_pos.mpr hx
      obtain ⟨n, hn⟩ := exists_nat_gt (D / |x|)
      rw [div_lt_iff₀ hx'] at hn
      have h1 := hD n
      rw [abs_mul] at h1
      have h2 := le_abs_cheb (not_lt.mp ht) (n + 1)
      push_cast at h2
      nlinarith [mul_le_mul_of_nonneg_right h2 hx'.le]
    obtain ⟨A, hA⟩ := hb 0 0
    obtain ⟨B, hB⟩ := hb 0 1
    obtain ⟨C, hC⟩ := hb 1 0
    obtain ⟨D, hD⟩ := hb 1 1
    have b0 : S 0 1 = 0 := key _ B fun k => by
      simpa [pow_succ_eq S hS k] using hB (k + 1)
    have c0 : S 1 0 = 0 := key _ C fun k => by
      simpa [pow_succ_eq S hS k] using hC (k + 1)
    have ad : S 0 0 - S 1 1 = 0 := key _ (A + D) fun k => by
      have e : cheb S.trace (k + 1) * (S 0 0 - S 1 1)
          = (S ^ (k + 1)) 0 0 - (S ^ (k + 1)) 1 1 := by
        rw [pow_succ_eq S hS k]
        simp
        ring
      rw [e]
      exact (abs_sub _ _).trans (add_le_add (hA _) (hD _))
    have hd : S 1 1 = S 0 0 := by linarith
    rw [Matrix.det_fin_two, b0, hd, zero_mul, sub_zero] at hS
    rcases mul_self_eq_one_iff.mp hS with h | h
    · left
      ext i j
      fin_cases i <;> fin_cases j <;> simp [b0, c0, hd, h]
    · right
      ext i j
      fin_cases i <;> fin_cases j <;> simp [b0, c0, hd, h]
  · rintro (ht | rfl | rfl) i j
    · have hpos : 0 < 4 - S.trace ^ 2 := by
        have := abs_lt.mp ht
        nlinarith
      have hu : ∀ k, |cheb S.trace k| ≤ √(4 / (4 - S.trace ^ 2)) := fun k => by
        apply Real.abs_le_sqrt
        rw [le_div_iff₀ hpos]
        linarith [cheb_sq_le S.trace k]
      set B := √(4 / (4 - S.trace ^ 2))
      have hB : 0 ≤ B := Real.sqrt_nonneg _
      set E : ℝ := (1 : Matrix (Fin 2) (Fin 2) ℝ) i j with hE
      refine ⟨B * |S i j| + B * |E| + |E|, fun k => ?_⟩
      cases k with
      | zero =>
        rw [pow_zero, ← hE]
        have : 0 ≤ B * |S i j| + B * |E| := by positivity
        linarith
      | succ k =>
        have e : (S ^ (k + 1)) i j
            = cheb S.trace (k + 1) * S i j - cheb S.trace k * E := by
          rw [pow_succ_eq S hS k, Matrix.sub_apply, Matrix.smul_apply, Matrix.smul_apply,
            smul_eq_mul, smul_eq_mul]
        rw [e]
        have h1 := abs_sub (cheb S.trace (k + 1) * S i j) (cheb S.trace k * E)
        rw [abs_mul, abs_mul] at h1
        linarith [mul_le_mul_of_nonneg_right (hu (k + 1)) (abs_nonneg (S i j)),
          mul_le_mul_of_nonneg_right (hu k) (abs_nonneg E), abs_nonneg E]
    · exact ⟨|(1 : Matrix (Fin 2) (Fin 2) ℝ) i j|, fun k => by rw [one_pow]⟩
    · refine ⟨|(1 : Matrix (Fin 2) (Fin 2) ℝ) i j|, fun k => ?_⟩
      rcases neg_one_pow_eq_or (Matrix (Fin 2) (Fin 2) ℝ) k with h | h
      · rw [h]
      · rw [h, Matrix.neg_apply, abs_neg]

/-- The Verlet step of the oscillator written out as a matrix, for mass `m ≠ 0`. -/
theorem verlet_eq {m : ℝ} (hm : m ≠ 0) (ω h : ℝ) :
    verlet m ω h = !![1 - (h * ω) ^ 2 / 2, h / m;
      -(m * ω ^ 2 * h * (1 - (h * ω) ^ 2 / 4)), 1 - (h * ω) ^ 2 / 2] := by
  simp only [verlet, kick, drift, Matrix.mul_fin_two]
  ext i j
  fin_cases i <;> fin_cases j <;> simp <;> field_simp <;> ring

/-- For mass `m > 0` and `h ω > 0`, the powers of the Verlet oscillator map are bounded
if and only if `h ω < 2`. -/
theorem verlet_stable_iff {m ω h : ℝ} (hm : 0 < m) (hω : 0 < h * ω) :
    PowerBounded (verlet m ω h) ↔ h * ω < 2 := by
  have hdet : (verlet m ω h).det = 1 := by
    rw [verlet_eq hm.ne', Matrix.det_fin_two_of]
    field_simp
    ring
  have htr : (verlet m ω h).trace = 2 - (h * ω) ^ 2 := by
    rw [verlet_eq hm.ne', Matrix.trace_fin_two_of]
    ring
  -- the drift entry never vanishes, so the map is not plus or minus the identity
  have hb : verlet m ω h 0 1 ≠ 0 := by
    have e : verlet m ω h 0 1 = h / m := by
      rw [verlet_eq hm.ne']
      simp
    rw [e]
    exact div_ne_zero (left_ne_zero_of_mul hω.ne') hm.ne'
  rw [powerBounded_iff _ hdet, htr]
  constructor
  · rintro (h1 | h1 | h1)
    · have := (abs_lt.mp h1).1
      nlinarith
    · exact absurd (by rw [h1]; simp) hb
    · exact absurd (by rw [h1]; simp) hb
  · intro h2
    left
    rw [abs_lt]
    constructor <;> nlinarith

/-- At the threshold `h ω = 2`, with mass `m ≠ 0`, the `k`-th power of the Verlet map is
`(-1)^k` times a shear whose size is proportional to `k`. -/
theorem verlet_pow_threshold {m ω h : ℝ} (hm : m ≠ 0) (hω : h * ω = 2) (k : ℕ) :
    verlet m ω h ^ k = (-1 : ℝ) ^ k • !![1, -(k * (h / m)); 0, 1] := by
  have hV : verlet m ω h = !![-1, h / m; 0, -1] := by
    rw [verlet_eq hm, hω]
    norm_num
  rw [hV]
  induction k with
  | zero => simp [Matrix.one_fin_two]
  | succ k ih =>
    rw [pow_succ, ih, smul_mul_assoc, Matrix.mul_fin_two, pow_succ]
    ext i j
    fin_cases i <;> fin_cases j <;> simp
    ring

end

end VerletStability
```

```lean
#print axioms VerletStability.powerBounded_iff_trajectories
#print axioms VerletStability.powerBounded_iff
#print axioms VerletStability.verlet_stable_iff
#print axioms VerletStability.verlet_pow_threshold
```

```
'VerletStability.powerBounded_iff_trajectories' depends on axioms: [propext, Classical.choice, Quot.sound]
'VerletStability.powerBounded_iff' depends on axioms: [propext, Classical.choice, Quot.sound]
'VerletStability.verlet_stable_iff' depends on axioms: [propext, Classical.choice, Quot.sound]
'VerletStability.verlet_pow_threshold' depends on axioms: [propext, Classical.choice, Quot.sound]
```

`powerBounded_iff_trajectories` proves the equivalence with bounded trajectories by the triangle inequality and basis vectors. In `pow_succ_eq`, `hCH` is Cayley-Hamilton, checked entry by entry, and induction does the rest. `cheb_sq_le` proves the conserved form as `inv`; the square passed to `nlinarith` is the completed one. `le_abs_cheb` gets linear growth from `step`.

In `powerBounded_iff`, `key` says that a number whose products with all uₖ₊₁ are bounded is zero. It is applied to the two off-diagonal entries and the diagonal difference. The reverse direction builds an explicit bound from the square root `B`, treating k = 0 separately.

`verlet_eq` multiplies out the step. `verlet_stable_iff` computes determinant and trace from it, uses `hb` to exclude ±I, and solves the trace inequality. `verlet_pow_threshold` proves the formula at hω = 2 by induction.
